# Convex embedding with F(0) = 0 keeps the unrelaxed vacancy energy of a regular bond network at or below its cohesive energy

Take a finite network of $N$ atoms in which every atom has $Z$ bonds, and give an atom of coordination $x$ the energy $g(x) = F(x) + x\varphi/2$, with embedding energy $F$ and pair energy $\varphi$ per bond. Remove one atom while the other bonds stay as they are, and count the removed atom at the energy per atom of the perfect network. The vacancy formation energy is then

$$E_{\mathrm{vac}} = Z\,\bigl(g(Z-1) - g(Z)\bigr).$$

If $F$ is convex on $[0,\infty)$ and $F(0)=0$, then $E_{\mathrm{vac}} \le -g(Z)$. Equality holds exactly when $F$ is proportional to coordination at the integers $0,\dots,Z$, and so in particular for linear $F$.

The condition $F(0)=0$ puts the energy of an isolated atom at zero, which makes $-g(Z)$ the cohesive energy per atom. Convexity expresses bond saturation: when embedding binds, each further bond contributes no more binding than the one before.

## Checking a vacancy calculation

A supercell calculation usually takes the formation energy as $E(\text{vacancy}) - \frac{N-1}{N}E(\text{perfect})$. For a first-neighbour embedded-atom model with frozen positions and equal bonds, the identity gives the value that this difference should return, from two evaluations of $g$. If the factor $(N-1)/N$ is left out, the result is shifted by exactly $-g(Z)$.

The comparison needs a cutoff between the first and second shells and a density scaled to one unit per bond. A periodic cell must also be large enough that no atom bonds to its own image or twice to the same neighbour.

The equality case matters for fitting: within this unrelaxed, fixed-bond model, linear embedding ties the vacancy energy to the cohesive energy, whatever the value of $\varphi$.

## From lost bonds to the bound

Remove atom $v$. Its $Z$ neighbours drop to coordination $Z-1$, and the other $N-1-Z$ atoms keep coordination $Z$. The remaining energy is

$$(N-1-Z)\,g(Z) + Z\,g(Z-1) = (N-1)\,g(Z) + Z\bigl(g(Z-1)-g(Z)\bigr).$$

The perfect network has energy $N g(Z)$, so the reference is $(N-1)g(Z)$, and subtracting it gives the identity.

For the bound, let $Z \ge 1$. The point $Z-1$ lies between $0$ and $Z$, so convexity and $F(0)=0$ give $Z F(Z-1) \le (Z-1)F(Z)$. The pair terms contribute $Z\bigl((Z-1)-Z\bigr)\varphi/2 = -Z\varphi/2$. Hence

$$E_{\mathrm{vac}} = Z F(Z-1) - Z F(Z) - \tfrac{Z\varphi}{2} \le -F(Z) - \tfrac{Z\varphi}{2} = -g(Z).$$

For $Z=0$ both sides are zero.

Equality means $Z F(Z-1) = (Z-1)F(Z)$. For an integer $n<Z$, the chord from $n$ to $Z$ gives

$$(Z-n)F(Z-1) \le F(n) + (Z-1-n)F(Z).$$

Multiplying by $Z$ and inserting the equality leaves $nF(Z) \le ZF(n)$. The chord from $0$ to $Z$ gives the reverse inequality, so $ZF(n)=nF(Z)$. Conversely, this relation at $n=Z-1$ restores equality in the bound.

For $F(x)=-A\sqrt{x}$ with $A>0$ and $Z\ge 2$, the gap is explicit:

$$-g(Z)-E_{\mathrm{vac}} = A\sqrt{Z}\sqrt{Z-1}\,\bigl(\sqrt{Z}-\sqrt{Z-1}\bigr) > 0.$$

## The Lean file

```lean
import Mathlib

open Finset

namespace EmbeddedAtomVacancy

noncomputable section

/-- The energy of an atom with coordination `x`: embedding energy `F x` plus half of the
pair energy `φ` of each bond. -/
def siteEnergy (F : ℝ → ℝ) (φ x : ℝ) : ℝ := F x + x * φ / 2

open Classical in
/-- The coordination of atom `i`: the number of atoms bonded to it. -/
def coordination {V : Type*} [Fintype V] (G : SimpleGraph V) (i : V) : ℕ :=
  (Finset.univ.filter (fun j => G.Adj i j)).card

/-- The total embedded-atom energy of a bond network. -/
def totalEnergy {V : Type*} [Fintype V] (F : ℝ → ℝ) (φ : ℝ) (G : SimpleGraph V) : ℝ :=
  ∑ i, siteEnergy F φ (coordination G i)

/-- The bond network left when atom `v` is taken out and all other bonds are kept. -/
def removeAtom {V : Type*} (G : SimpleGraph V) (v : V) : SimpleGraph {w : V // w ≠ v} :=
  G.comap Subtype.val

/-- The vacancy formation energy: the energy with atom `v` removed, minus the energy of
`N - 1` atoms at the mean energy per atom of the perfect network. -/
def vacancyFormationEnergy {V : Type*} [Fintype V] [DecidableEq V]
    (F : ℝ → ℝ) (φ : ℝ) (G : SimpleGraph V) (v : V) : ℝ :=
  totalEnergy F φ (removeAtom G v)
    - ((Fintype.card V : ℝ) - 1) / (Fintype.card V : ℝ) * totalEnergy F φ G

variable {V : Type*} [Fintype V] [DecidableEq V]

/-- A sum over all atoms is the term of atom `v` plus the sum over the other atoms. -/
theorem sum_remove {M : Type*} [AddCommMonoid M] (f : V → M) (v : V) :
    ∑ w, f w = f v + ∑ w : {w : V // w ≠ v}, f w := by
  rw [← Finset.add_sum_erase Finset.univ f (Finset.mem_univ v)]
  congr 1
  exact Finset.sum_subtype _ (by simp) f

open Classical in
/-- The coordination of an atom is its coordination after removal of `v`, plus one if it
was bonded to `v`. -/
theorem coordination_removeAtom (G : SimpleGraph V) (v : V) (w : {w : V // w ≠ v}) :
    coordination G w = (if G.Adj w v then 1 else 0) + coordination (removeAtom G v) w := by
  unfold coordination
  rw [Finset.card_filter, Finset.card_filter, sum_remove _ v]
  rfl

/-- With one atom removed from a `Z`-regular network, the energy is that of `N - 1` perfect
sites plus the change at `Z` sites whose coordination drops by one. -/
theorem totalEnergy_removeAtom (F : ℝ → ℝ) (φ : ℝ) (G : SimpleGraph V) (v : V) {Z : ℕ}
    (hG : ∀ i, coordination G i = Z) :
    totalEnergy F φ (removeAtom G v) = ((Fintype.card V : ℝ) - 1) * siteEnergy F φ Z
      + Z * (siteEnergy F φ (Z - 1) - siteEnergy F φ Z) := by
  classical
  -- the energy of each remaining site
  have site : ∀ w : {w : V // w ≠ v},
      siteEnergy F φ (coordination (removeAtom G v) w) = siteEnergy F φ Z
        + (if G.Adj v w then (1 : ℝ) else 0)
          * (siteEnergy F φ (Z - 1) - siteEnergy F φ Z) := by
    intro w
    have h := coordination_removeAtom G v w
    rw [hG] at h
    by_cases a : G.Adj w v
    · rw [if_pos a] at h
      have hc : (coordination (removeAtom G v) w : ℝ) = (Z : ℝ) - 1 := by
        have h' : (Z : ℝ) = 1 + (coordination (removeAtom G v) w : ℝ) := by
          exact_mod_cast h
        linarith
      rw [hc, if_pos a.symm]
      ring
    · rw [if_neg a, zero_add] at h
      rw [← h, if_neg (fun b => a b.symm)]
      ring
  -- the removed atom had exactly `Z` neighbours
  have count : ∑ w, (if G.Adj v w then (1 : ℝ) else 0) = Z := by
    rw [Finset.sum_boole]
    exact congrArg (fun n : ℕ => (n : ℝ)) (hG v)
  have all : ∑ w, (siteEnergy F φ Z + (if G.Adj v w then (1 : ℝ) else 0)
      * (siteEnergy F φ (Z - 1) - siteEnergy F φ Z))
      = (Fintype.card V : ℝ) * siteEnergy F φ Z
        + Z * (siteEnergy F φ (Z - 1) - siteEnergy F φ Z) := by
    rw [Finset.sum_add_distrib, ← Finset.sum_mul, count, Finset.sum_const,
      Finset.card_univ, nsmul_eq_mul]
  have total := sum_remove (fun w => siteEnergy F φ Z
    + (if G.Adj v w then (1 : ℝ) else 0)
      * (siteEnergy F φ (Z - 1) - siteEnergy F φ Z)) v
  simp only [SimpleGraph.irrefl, if_false, zero_mul, add_zero] at total
  rw [all] at total
  unfold totalEnergy
  rw [Finset.sum_congr rfl (fun w _ => site w)]
  linarith

/-- The vacancy formation energy of a `Z`-regular network is `Z` times the change in site
energy when the coordination drops from `Z` to `Z - 1`. -/
theorem vacancyFormationEnergy_eq (F : ℝ → ℝ) (φ : ℝ) (G : SimpleGraph V) (v : V) {Z : ℕ}
    (hG : ∀ i, coordination G i = Z) :
    vacancyFormationEnergy F φ G v
      = Z * (siteEnergy F φ (Z - 1) - siteEnergy F φ Z) := by
  have hN : (Fintype.card V : ℝ) ≠ 0 :=
    Nat.cast_ne_zero.2 (Fintype.card_pos_iff.2 ⟨v⟩).ne'
  have perfect : totalEnergy F φ G = (Fintype.card V : ℝ) * siteEnergy F φ Z := by
    simp [totalEnergy, hG]
  unfold vacancyFormationEnergy
  rw [totalEnergy_removeAtom F φ G v hG, perfect, ← mul_assoc, div_mul_cancel₀ _ hN]
  ring

/-- A convex embedding function lies on or below each of its chords. -/
theorem embedding_le_chord {F : ℝ → ℝ} (hF : ConvexOn ℝ (Set.Ici 0) F) {x y z : ℝ}
    (hx : 0 ≤ x) (hxy : x ≤ y) (hyz : y ≤ z) :
    (z - x) * F y ≤ (z - y) * F x + (y - x) * F z := by
  rcases eq_or_lt_of_le (hxy.trans hyz) with h | h
  · have h1 : y = x := by linarith
    rw [h1, ← h]
    simp
  · have hd : 0 < z - x := by linarith
    have hne : z - x ≠ 0 := hd.ne'
    have key := hF.2 (Set.mem_Ici.2 hx) (Set.mem_Ici.2 (by linarith : (0 : ℝ) ≤ z))
      (div_nonneg (by linarith : 0 ≤ z - y) hd.le)
      (div_nonneg (by linarith : 0 ≤ y - x) hd.le)
      (by rw [← add_div, div_eq_one_iff_eq hne]; ring)
    have e : (z - y) / (z - x) * x + (y - x) / (z - x) * z = y := by
      rw [div_mul_eq_mul_div, div_mul_eq_mul_div, ← add_div, div_eq_iff hne]
      ring
    simp only [smul_eq_mul] at key
    rw [e] at key
    calc (z - x) * F y
        ≤ (z - x) * ((z - y) / (z - x) * F x + (y - x) / (z - x) * F z) :=
          mul_le_mul_of_nonneg_left key hd.le
      _ = (z - y) * F x + (y - x) * F z := by field_simp

/-- For convex embedding with `F 0 = 0`, the vacancy formation energy of a `Z`-regular
network is at most minus the energy per atom. -/
theorem vacancyFormationEnergy_le {F : ℝ → ℝ} (hF : ConvexOn ℝ (Set.Ici 0) F)
    (h0 : F 0 = 0) (φ : ℝ) (G : SimpleGraph V) (v : V) {Z : ℕ}
    (hG : ∀ i, coordination G i = Z) :
    vacancyFormationEnergy F φ G v ≤ -siteEnergy F φ Z := by
  rw [vacancyFormationEnergy_eq F φ G v hG]
  rcases Nat.eq_zero_or_pos Z with hz | hz
  · simp [hz, siteEnergy, h0]
  · have h1 : (1 : ℝ) ≤ Z := by exact_mod_cast hz
    have c := embedding_le_chord hF le_rfl (by linarith : (0 : ℝ) ≤ (Z : ℝ) - 1)
      (by linarith : (Z : ℝ) - 1 ≤ Z)
    rw [h0] at c
    unfold siteEnergy
    linarith

/-- For convex embedding with `F 0 = 0`, the bound is attained exactly when the embedding
energy is proportional to the coordination at all integers from `0` to `Z`. -/
theorem vacancyFormationEnergy_eq_iff {F : ℝ → ℝ} (hF : ConvexOn ℝ (Set.Ici 0) F)
    (h0 : F 0 = 0) (φ : ℝ) (G : SimpleGraph V) (v : V) {Z : ℕ}
    (hG : ∀ i, coordination G i = Z) :
    vacancyFormationEnergy F φ G v = -siteEnergy F φ Z
      ↔ ∀ n : ℕ, n ≤ Z → (Z : ℝ) * F n = n * F Z := by
  rw [vacancyFormationEnergy_eq F φ G v hG]
  unfold siteEnergy
  constructor
  · intro h n hn
    rcases eq_or_lt_of_le hn with he | hl
    · rw [he]
    · have hn0 : (0 : ℝ) ≤ n := Nat.cast_nonneg n
      have hl' : (n : ℝ) + 1 ≤ Z := by exact_mod_cast hl
      have hZ : (0 : ℝ) ≤ Z := by linarith
      -- the chord from 0 to Z bounds F n above, the chord from n to Z bounds it below
      have c1 := embedding_le_chord hF le_rfl hn0 (by linarith : (n : ℝ) ≤ Z)
      have c2 := mul_le_mul_of_nonneg_left (embedding_le_chord hF hn0
        (by linarith : (n : ℝ) ≤ (Z : ℝ) - 1) (by linarith : (Z : ℝ) - 1 ≤ Z)) hZ
      rw [h0] at c1
      have h1 : (Z : ℝ) * F (Z - 1) = (Z - 1) * F Z := by linarith
      have h2 : (Z : ℝ) * ((Z - n) * F (Z - 1)) = (Z - n) * ((Z - 1) * F Z) := by
        linear_combination ((Z : ℝ) - n) * h1
      apply le_antisymm <;> linarith
  · intro h
    rcases Nat.eq_zero_or_pos Z with hz | hz
    · simp [hz, h0]
    · have hk := h (Z - 1) (Nat.sub_le Z 1)
      rw [Nat.cast_pred hz] at hk
      linarith

/-- For linear embedding, the vacancy formation energy equals minus the energy per atom. -/
theorem vacancyFormationEnergy_linear (a φ : ℝ) (G : SimpleGraph V) (v : V) {Z : ℕ}
    (hG : ∀ i, coordination G i = Z) :
    vacancyFormationEnergy (fun x => a * x) φ G v
      = -siteEnergy (fun x => a * x) φ Z := by
  rw [vacancyFormationEnergy_eq _ φ G v hG]
  simp only [siteEnergy]
  ring

/-- For the square-root embedding `-A √x` with `A > 0` and coordination at least two, the
vacancy formation energy is strictly below minus the energy per atom. -/
theorem vacancyFormationEnergy_sqrt_lt {A : ℝ} (hA : 0 < A) (φ : ℝ) (G : SimpleGraph V)
    (v : V) {Z : ℕ} (hZ : 2 ≤ Z) (hG : ∀ i, coordination G i = Z) :
    vacancyFormationEnergy (fun x => -A * Real.sqrt x) φ G v
      < -siteEnergy (fun x => -A * Real.sqrt x) φ Z := by
  rw [vacancyFormationEnergy_eq _ φ G v hG]
  simp only [siteEnergy]
  have h2 : (2 : ℝ) ≤ Z := by exact_mod_cast hZ
  have hs := Real.sq_sqrt (by linarith : (0 : ℝ) ≤ Z)
  have ht := Real.sq_sqrt (by linarith : (0 : ℝ) ≤ (Z : ℝ) - 1)
  have ps := Real.sqrt_pos.2 (by linarith : (0 : ℝ) < Z)
  have pt := Real.sqrt_pos.2 (by linarith : (0 : ℝ) < (Z : ℝ) - 1)
  have hlt : Real.sqrt ((Z : ℝ) - 1) < Real.sqrt Z :=
    Real.sqrt_lt_sqrt (by linarith) (by linarith)
  -- the gap between the two energies is a product of positive factors
  have gap : Real.sqrt Z - Z * (Real.sqrt Z - Real.sqrt ((Z : ℝ) - 1))
      = Real.sqrt Z * Real.sqrt ((Z : ℝ) - 1)
        * (Real.sqrt Z - Real.sqrt ((Z : ℝ) - 1)) := by
    linear_combination (-Real.sqrt ((Z : ℝ) - 1)) * hs + Real.sqrt Z * ht
  have q := mul_pos hA (mul_pos (mul_pos ps pt) (sub_pos.2 hlt))
  rw [← gap] at q
  linarith

/-- In the complete network on `Z + 1` atoms every atom has coordination `Z`. -/
theorem regular_witness (Z : ℕ) (i : Fin (Z + 1)) :
    coordination (⊤ : SimpleGraph (Fin (Z + 1))) i = Z := by
  unfold coordination
  calc _ = (Finset.univ.erase i).card := congrArg Finset.card (by
          ext j
          simp only [Finset.mem_filter, Finset.mem_univ, true_and, SimpleGraph.top_adj,
            Finset.mem_erase, and_true]
          exact ne_comm)
    _ = Z := by simp

end

end EmbeddedAtomVacancy
```

```lean
#print axioms EmbeddedAtomVacancy.vacancyFormationEnergy_le
#print axioms EmbeddedAtomVacancy.vacancyFormationEnergy_eq_iff
#print axioms EmbeddedAtomVacancy.vacancyFormationEnergy_linear
#print axioms EmbeddedAtomVacancy.vacancyFormationEnergy_sqrt_lt
```

```
'EmbeddedAtomVacancy.vacancyFormationEnergy_le' depends on axioms: [propext, Classical.choice, Quot.sound]
'EmbeddedAtomVacancy.vacancyFormationEnergy_eq_iff' depends on axioms: [propext, Classical.choice, Quot.sound]
'EmbeddedAtomVacancy.vacancyFormationEnergy_linear' depends on axioms: [propext, Classical.choice, Quot.sound]
'EmbeddedAtomVacancy.vacancyFormationEnergy_sqrt_lt' depends on axioms: [propext, Classical.choice, Quot.sound]
```

## What the theorems cover

Atoms are the elements of a finite type `V`, and bonds are the edges of `G : SimpleGraph V`, so no atom bonds to itself and no pair has a double bond. `coordination` counts neighbours, and the hypothesis `hG` says that every count is `Z`. `removeAtom` keeps every bond between the remaining atoms. `vacancyFormationEnergy` uses the $(N-1)/N$ reference given above.

`siteEnergy` takes a real coordination, so `Z - 1` inside it is ordinary subtraction. Convexity is `ConvexOn ℝ (Set.Ici 0) F`. The sign of `φ` is free, and the network need not be connected or come from a crystal. `regular_witness` shows that complete graphs supply a regular network for every `Z`.

The model has no relaxation, no dependence on bond length and no second shell. The hypothesis `hG` also excludes networks with unequal coordinations, such as a crystal whose surface atoms have fewer bonds than those inside. The theorems concern exact real arithmetic, not the floating-point output of a code, and convexity is a hypothesis to be checked for each fitted $F$.

## How the proof follows the bond count

`sum_remove` splits off the term of the removed atom, and `coordination_removeAtom` applies this to the neighbour count. In `totalEnergy_removeAtom`, the step `site` separates neighbours of `v` from the other atoms, and `count` finds `Z` neighbours. `vacancyFormationEnergy_eq` then subtracts the reference.

`embedding_le_chord` states convexity with the denominator cleared. `vacancyFormationEnergy_le` uses it at $0$, $Z-1$ and $Z$, and `linarith` adds the pair terms. In `vacancyFormationEnergy_eq_iff`, `c1` and `c2` are the two chords of the equality argument, and `le_antisymm` joins their inequalities. `vacancyFormationEnergy_linear` is direct algebra, while `vacancyFormationEnergy_sqrt_lt` proves the factorised `gap` and uses the positivity of its factors.

## Distance-dependent densities

A model closer to a production potential would give each bond $vj$ its own density contribution $f_{vj}\ge 0$ and pair energy $\varphi_{vj}$. If all sites of the perfect network share the same total density $\bar\rho>0$ and the same pair sum, the bond count above becomes

$$E_{\mathrm{vac}} = \sum_{j\ne v}\bigl[F(\bar\rho-f_{vj})-F(\bar\rho)\bigr]-\tfrac12\sum_{j\ne v}\varphi_{vj}.$$

The single factor $Z$ is replaced by a sum over shells. The same chord argument, applied term by term, would still bound the result by minus the site energy; this extension is a calculation by hand and is not in the file.
